# The primitive path-integral partition function of a harmonic oscillator converges from above, with an error in its logarithm of order $1/P^2$

The $P$-bead partition function is defined here by its closed form, not as an integral over bead positions. Let $u=\beta\hbar\omega>0$, with $\beta$ the inverse temperature and $\omega$ the angular frequency of the oscillator, and set

$$\theta=\operatorname{arsinh}\frac{u}{2P},\qquad Q_P=\frac{1}{2\sinh(P\theta)},\qquad Q=\frac{1}{2\sinh(u/2)}.$$

The formula for $Q_P$ stands for the Gaussian ring-polymer integral with the primitive splitting of the Boltzmann operator; that evaluation is assumed. The claim is that $Q_P>Q$ for every $P\ge1$, and

$$P^2(\ln Q_P-\ln Q)\to\frac{u^3}{48}\coth\frac u2\qquad(P\to\infty).$$

In path-integral rate calculations the reactant partition function is a normalising factor; for a single harmonic mode, this limit gives its leading relative bead error.

## From the bead angle to the error

Write $y=P\theta$. Since $P\sinh\theta=u/2$ and $\sinh\theta>\theta$, we have $y<u/2$. As $\sinh$ increases, $Q_P>Q$.

For the size of the error, three inequalities hold for $s\ge0$:

$$\sinh s\le s\cosh s,\qquad \frac{s^3}{6}\le\sinh s-s\le\frac{s^3}{6}\cosh s.$$

In each, the larger side minus the smaller vanishes at $0$, so a nonnegative derivative suffices.

- For the first, the derivative is $s\sinh s\ge0$.
- For the second, it is $\cosh s-1-s^2/2=2\sinh^2(s/2)-s^2/2\ge0$.
- For the third, it is $\frac{s^2}{2}\cosh s+\frac{s^3}{6}\sinh s-(\cosh s-1)$. By the first inequality, $\cosh s-1=2\sinh^2(s/2)\le\frac{s^2}{2}\cosh^2(s/2)\le\frac{s^2}{2}\cosh s$, so it is nonnegative.

Now $P^2(u/2-y)=P^3(\sinh\theta-\theta)$ lies between $y^3/6$ and $(y^3/6)\cosh\theta$. The mean value theorem gives

$$\ln Q_P-\ln Q=\ln\sinh\frac u2-\ln\sinh y=\coth(c)\left(\frac u2-y\right),\quad y<c<\frac u2.$$

Because $\coth$ decreases,

$$\coth\frac u2\,\frac{y^3}{6}\le P^2(\ln Q_P-\ln Q)\le\coth(y)\,\frac{y^3}{6}\cosh\theta.$$

As $P\to\infty$, $\theta\to0$, and $(u/2)/\cosh\theta\le y<u/2$ forces $y\to u/2$. Both bounds tend to $\coth(u/2)\,(u/2)^3/6$, the stated limit.

Replacing $\operatorname{arsinh}x$ by $x$ because $\theta$ is small would destroy the result: it gives $P\theta=u/2$ and no error at all. The discarded cubic term, multiplied by $P$ and then by $P^2$, stays finite.

## The oscillator in Lean

```lean
import Mathlib

open Filter Topology

namespace OscillatorBeadConvergence

noncomputable section
```

The real number `u` carries all the physical constants.

```lean
/-- The exact partition function of a harmonic oscillator with `u = βħω`. -/
def exactQ (u : ℝ) : ℝ := 1 / (2 * Real.sinh (u / 2))
```

The bead number is a natural number, converted to a real where it enters the formulas.

```lean
/-- The angle `θ` per bead, fixed by `sinh θ = u / (2P)`. -/
def beadAngle (u : ℝ) (P : ℕ) : ℝ := Real.arsinh (u / (2 * (P : ℝ)))

/-- The `P`-bead path-integral partition function of the oscillator. -/
def beadQ (u : ℝ) (P : ℕ) : ℝ := 1 / (2 * Real.sinh ((P : ℝ) * beadAngle u P))
```

For $P=1$ this is $1/u$, the classical partition function.

## Inequalities for the hyperbolic functions

The first lemma is the derivative argument used three times above.

```lean
/-- A function that vanishes at the origin and has nonnegative slope on the
nonnegative half-line is nonnegative there. -/
theorem nonneg_of_slope {f f' : ℝ → ℝ} (hf : ∀ x, HasDerivAt f (f' x) x)
    (h0 : f 0 = 0) (h : ∀ x, 0 ≤ x → 0 ≤ f' x) {s : ℝ} (hs : 0 ≤ s) : 0 ≤ f s := by
  have hm : MonotoneOn f (Set.Ici 0) := by
    apply monotoneOn_of_deriv_nonneg (convex_Ici 0)
    · exact fun x _ => (hf x).continuousAt.continuousWithinAt
    · exact fun x _ => (hf x).differentiableAt.differentiableWithinAt
    · intro x hx
      rw [(hf x).deriv]
      exact h x (interior_subset hx)
  have h1 := hm (Set.mem_Ici.2 le_rfl) (Set.mem_Ici.2 hs) hs
  linarith

/-- For `s ≥ 0`, `sinh s` is at most `s cosh s`. -/
theorem sinh_le_mul_cosh {s : ℝ} (hs : 0 ≤ s) : Real.sinh s ≤ s * Real.cosh s := by
  have hf : ∀ x : ℝ, HasDerivAt (fun x : ℝ => x * Real.cosh x - Real.sinh x)
      (x * Real.sinh x) x := fun x =>
    (((hasDerivAt_id' x).fun_mul (Real.hasDerivAt_cosh x)).fun_sub
      (Real.hasDerivAt_sinh x)).congr_deriv (by ring)
  have h : 0 ≤ s * Real.cosh s - Real.sinh s :=
    nonneg_of_slope hf (by simp) (fun x hx => mul_nonneg hx (Real.sinh_nonneg_iff.2 hx)) hs
  linarith
```

In the next proof, `half` is the identity $\cosh x=1+2\sinh^2(x/2)$, and `nlinarith` closes the derivative estimates.

```lean
/-- For `s ≥ 0`, the excess `sinh s - s` lies between `s³/6` and `(s³/6) cosh s`. -/
theorem sinh_sub_self_bounds {s : ℝ} (hs : 0 ≤ s) :
    s ^ 3 / 6 ≤ Real.sinh s - s ∧ Real.sinh s - s ≤ s ^ 3 / 6 * Real.cosh s := by
  have hcube : ∀ x : ℝ, HasDerivAt (fun x : ℝ => x ^ 3) (3 * x ^ 2) x := fun x => by
    simpa using hasDerivAt_pow 3 x
  have half : ∀ x : ℝ, Real.cosh x = 1 + 2 * Real.sinh (x / 2) ^ 2 := fun x => by
    have h := Real.cosh_two_mul (x / 2)
    have e : 2 * (x / 2) = x := by ring
    rw [e, Real.cosh_sq] at h
    linarith
  constructor
  · have hf : ∀ x : ℝ, HasDerivAt (fun x : ℝ => Real.sinh x - x - x ^ 3 / 6)
        (Real.cosh x - 1 - x ^ 2 / 2) x := fun x =>
      (((Real.hasDerivAt_sinh x).fun_sub (hasDerivAt_id' x)).fun_sub
        ((hcube x).div_const 6)).congr_deriv (by ring)
    have h : 0 ≤ Real.sinh s - s - s ^ 3 / 6 := by
      refine nonneg_of_slope hf (by simp) (fun x hx => ?_) hs
      have h1 : x / 2 ≤ Real.sinh (x / 2) := Real.self_le_sinh_iff.2 (by positivity)
      have h2 := pow_le_pow_left₀ (by positivity : 0 ≤ x / 2) h1 2
      rw [half x]
      nlinarith
    linarith
  · have hf : ∀ x : ℝ, HasDerivAt
        (fun x : ℝ => x ^ 3 / 6 * Real.cosh x - (Real.sinh x - x))
        (x ^ 2 / 2 * Real.cosh x + x ^ 3 / 6 * Real.sinh x - (Real.cosh x - 1)) x := fun x =>
      ((((hcube x).div_const 6).fun_mul (Real.hasDerivAt_cosh x)).fun_sub
        ((Real.hasDerivAt_sinh x).fun_sub (hasDerivAt_id' x))).congr_deriv (by ring)
    have h : 0 ≤ s ^ 3 / 6 * Real.cosh s - (Real.sinh s - s) := by
      refine nonneg_of_slope hf (by simp) (fun x hx => ?_) hs
      have hx2 : 0 ≤ x / 2 := by positivity
      have h2 := pow_le_pow_left₀ (Real.sinh_nonneg_iff.2 hx2) (sinh_le_mul_cosh hx2) 2
      rw [mul_pow, Real.cosh_sq] at h2
      have h3 : 0 ≤ x ^ 3 / 6 * Real.sinh x :=
        mul_nonneg (by positivity) (Real.sinh_nonneg_iff.2 hx)
      rw [half x]
      nlinarith [mul_nonneg (sq_nonneg x) (sq_nonneg (Real.sinh (x / 2)))]
    linarith
```

Monotonicity of $\coth$, written as `cosh/sinh`, follows from $\sinh(b-a)\ge0$ and the subtraction formula.

```lean
/-- The hyperbolic cotangent does not increase on the positive half-line. -/
theorem coth_anti {a b : ℝ} (ha : 0 < a) (hab : a ≤ b) :
    Real.cosh b / Real.sinh b ≤ Real.cosh a / Real.sinh a := by
  rw [div_le_div_iff₀ (Real.sinh_pos_iff.2 (ha.trans_le hab)) (Real.sinh_pos_iff.2 ha)]
  have h := Real.sinh_nonneg_iff.2 (sub_nonneg.2 hab)
  rw [Real.sinh_sub] at h
  nlinarith
```

The mean value theorem supplies the intermediate point `c`.

```lean
/-- For `0 < a < b`, the increase of `ln sinh` from `a` to `b` lies between
`coth b` and `coth a` times the distance `b - a`. -/
theorem log_sinh_sub_bounds {a b : ℝ} (ha : 0 < a) (hab : a < b) :
    Real.cosh b / Real.sinh b * (b - a) ≤ Real.log (Real.sinh b) - Real.log (Real.sinh a) ∧
    Real.log (Real.sinh b) - Real.log (Real.sinh a) ≤
      Real.cosh a / Real.sinh a * (b - a) := by
  have hd : ∀ x : ℝ, 0 < x → HasDerivAt (fun x => Real.log (Real.sinh x))
      (Real.cosh x / Real.sinh x) x := fun x hx =>
    (Real.hasDerivAt_sinh x).log (Real.sinh_pos_iff.2 hx).ne'
  -- mean value theorem for ln sinh, whose slope is coth
  obtain ⟨c, hc, h⟩ := exists_hasDerivAt_eq_slope (fun x => Real.log (Real.sinh x))
    (fun x => Real.cosh x / Real.sinh x) hab
    (fun x hx => (hd x (ha.trans_le hx.1)).continuousAt.continuousWithinAt)
    (fun x hx => hd x (ha.trans hx.1))
  have hpos : 0 < b - a := sub_pos.2 hab
  have h' : Real.log (Real.sinh b) - Real.log (Real.sinh a) =
      Real.cosh c / Real.sinh c * (b - a) := ((eq_div_iff hpos.ne').1 h).symm
  rw [h']
  exact ⟨mul_le_mul_of_nonneg_right (coth_anti (ha.trans hc.1) hc.2.le) hpos.le,
    mul_le_mul_of_nonneg_right (coth_anti ha hc.1.le) hpos.le⟩
```

## Bounds at every bead number

```lean
/-- For `u > 0` and at least one bead, the bead angle `θ` is positive,
`P sinh θ = u/2`, and `P θ < u/2`. -/
theorem beadAngle_spec {u : ℝ} (hu : 0 < u) {P : ℕ} (hP : 1 ≤ P) :
    0 < beadAngle u P ∧ (P : ℝ) * Real.sinh (beadAngle u P) = u / 2 ∧
      (P : ℝ) * beadAngle u P < u / 2 := by
  have hp : (0 : ℝ) < P := by exact_mod_cast hP
  have h1 : 0 < beadAngle u P := Real.arsinh_pos_iff.2 (by positivity)
  have h2 : (P : ℝ) * Real.sinh (beadAngle u P) = u / 2 := by
    rw [beadAngle, Real.sinh_arsinh]
    field_simp
  refine ⟨h1, h2, ?_⟩
  rw [← h2]
  exact mul_lt_mul_of_pos_left (Real.self_lt_sinh_iff.2 h1) hp
```

Below, `hE` turns the difference of logarithms into one of $\ln\sinh$, and `hd` is the identity for $P^2(u/2-y)$. The remaining lines multiply the bounds by nonnegative factors and combine them.

```lean
/-- Bounds at finite bead number: with `y = P θ`, the scaled error `P² (ln Q_P - ln Q)`
lies between `coth(u/2) y³/6` and `coth(y) (y³/6) cosh θ`. -/
theorem log_error_bounds {u : ℝ} (hu : 0 < u) {P : ℕ} (hP : 1 ≤ P) :
    Real.cosh (u / 2) / Real.sinh (u / 2) * ((P * beadAngle u P) ^ 3 / 6) ≤
      (P : ℝ) ^ 2 * (Real.log (beadQ u P) - Real.log (exactQ u)) ∧
    (P : ℝ) ^ 2 * (Real.log (beadQ u P) - Real.log (exactQ u)) ≤
      Real.cosh (P * beadAngle u P) / Real.sinh (P * beadAngle u P) *
        ((P * beadAngle u P) ^ 3 / 6 * Real.cosh (beadAngle u P)) := by
  obtain ⟨hθ, hs, hy⟩ := beadAngle_spec hu hP
  have hp : (0 : ℝ) < P := by exact_mod_cast hP
  have hy0 : 0 < (P : ℝ) * beadAngle u P := mul_pos hp hθ
  have hlog : ∀ x : ℝ, 0 < x →
      Real.log (1 / (2 * Real.sinh x)) = -(Real.log 2 + Real.log (Real.sinh x)) := by
    intro x hx
    rw [one_div, Real.log_inv, Real.log_mul two_ne_zero (Real.sinh_pos_iff.2 hx).ne']
  have hE : Real.log (beadQ u P) - Real.log (exactQ u) =
      Real.log (Real.sinh (u / 2)) - Real.log (Real.sinh (P * beadAngle u P)) := by
    rw [beadQ, exactQ, hlog _ hy0, hlog _ (half_pos hu)]
    ring
  rw [hE]
  obtain ⟨l1, l2⟩ := log_sinh_sub_bounds hy0 hy
  obtain ⟨b1, b2⟩ := sinh_sub_self_bounds hθ.le
  -- the shift of the argument, scaled by P²
  have hd : (P : ℝ) ^ 2 * (u / 2 - P * beadAngle u P) =
      (P : ℝ) ^ 3 * (Real.sinh (beadAngle u P) - beadAngle u P) := by
    rw [← hs]
    ring
  have d1 := mul_le_mul_of_nonneg_left b1 (pow_pos hp 3).le
  have d2 := mul_le_mul_of_nonneg_left b2 (pow_pos hp 3).le
  rw [← hd] at d1 d2
  have k1 := mul_le_mul_of_nonneg_left d1
    (div_pos (Real.cosh_pos (u / 2)) (Real.sinh_pos_iff.2 (half_pos hu))).le
  have k2 := mul_le_mul_of_nonneg_left d2
    (div_pos (Real.cosh_pos (P * beadAngle u P)) (Real.sinh_pos_iff.2 hy0)).le
  have m1 := mul_le_mul_of_nonneg_left l1 (sq_nonneg (P : ℝ))
  have m2 := mul_le_mul_of_nonneg_left l2 (sq_nonneg (P : ℝ))
  constructor
  · linarith
  · linarith
```

## The strict inequality and the limit

The theorem assumes only `0 < u`; its first part also requires `1 ≤ P`. Positivity of $u$ matters to the formulas: for the unphysical value $u=-2$ and $P=1$, $Q_1=-1/2$ while $Q=-1/(2\sinh1)\approx-0.43$, so the inequality reverses.

`Tendsto … atTop (𝓝 …)` expresses the limit of large bead number. The proof finds the limits of $\theta$ and $y$, then squeezes the scaled error between the finite-$P$ bounds.

```lean
/-- For `u > 0`, the `P`-bead partition function exceeds the exact one for every `P ≥ 1`, and `P²
(ln Q_P - ln Q)` tends to `(u³/48) coth(u/2)` as the bead number grows. -/
theorem beadQ_error {u : ℝ} (hu : 0 < u) :
    (∀ P : ℕ, 1 ≤ P → exactQ u < beadQ u P) ∧
    Tendsto (fun P : ℕ => (P : ℝ) ^ 2 * (Real.log (beadQ u P) - Real.log (exactQ u)))
      atTop (𝓝 (u ^ 3 / 48 * (Real.cosh (u / 2) / Real.sinh (u / 2)))) := by
  constructor
  · intro P hP
    obtain ⟨hθ, -, hy⟩ := beadAngle_spec hu hP
    have hp : (0 : ℝ) < P := by exact_mod_cast hP
    have h1 := Real.sinh_pos_iff.2 (mul_pos hp hθ)
    have h2 := Real.sinh_lt_sinh.2 hy
    exact one_div_lt_one_div_of_lt (by linarith) (by linarith)
  · -- the bead angle tends to zero
    have h0 : Tendsto (fun P : ℕ => u / (2 * (P : ℝ))) atTop (𝓝 0) := by
      refine (tendsto_const_div_atTop_nhds_zero_nat (u / 2)).congr (fun P => ?_)
      rw [div_div]
    have hθ := (Real.continuous_arsinh.tendsto 0).comp h0
    rw [Real.arsinh_zero] at hθ
    have hc' := (Real.continuous_cosh.tendsto 0).comp hθ
    rw [Real.cosh_zero] at hc'
    have hc : Tendsto (fun P : ℕ => Real.cosh (beadAngle u P)) atTop (𝓝 1) := hc'
    -- the total angle P θ tends to u/2
    have hl : Tendsto (fun P : ℕ => u / 2 / Real.cosh (beadAngle u P)) atTop
        (𝓝 (u / 2 / 1)) := tendsto_const_nhds.div hc one_ne_zero
    rw [div_one] at hl
    have hy : Tendsto (fun P : ℕ => (P : ℝ) * beadAngle u P) atTop (𝓝 (u / 2)) := by
      refine tendsto_of_tendsto_of_tendsto_of_le_of_le' hl tendsto_const_nhds ?_ ?_
      · filter_upwards [eventually_ge_atTop 1] with P hP
        obtain ⟨h1, h2, -⟩ := beadAngle_spec hu hP
        rw [div_le_iff₀ (Real.cosh_pos _), ← h2, mul_assoc]
        exact mul_le_mul_of_nonneg_left (sinh_le_mul_cosh h1.le) (Nat.cast_nonneg P)
      · filter_upwards [eventually_ge_atTop 1] with P hP
        exact (beadAngle_spec hu hP).2.2.le
    have hK : Tendsto (fun P : ℕ => Real.cosh (P * beadAngle u P) /
        Real.sinh (P * beadAngle u P)) atTop
        (𝓝 (Real.cosh (u / 2) / Real.sinh (u / 2))) :=
      ((Real.continuous_cosh.tendsto _).comp hy).div
        ((Real.continuous_sinh.tendsto _).comp hy) (Real.sinh_pos_iff.2 (half_pos hu)).ne'
    have h3 := (hy.pow 3).div_const 6
    have e : u ^ 3 / 48 * (Real.cosh (u / 2) / Real.sinh (u / 2)) =
        Real.cosh (u / 2) / Real.sinh (u / 2) * ((u / 2) ^ 3 / 6) := by ring
    have hU := hK.mul (h3.mul hc)
    rw [mul_one] at hU
    rw [e]
    -- squeeze between the bounds at finite bead number
    refine tendsto_of_tendsto_of_tendsto_of_le_of_le' (h3.const_mul _) hU ?_ ?_
    · filter_upwards [eventually_ge_atTop 1] with P hP
      exact (log_error_bounds hu hP).1
    · filter_upwards [eventually_ge_atTop 1] with P hP
      exact (log_error_bounds hu hP).2
```

## Extrapolation from two bead numbers

With $E_P=P^2(\ln Q_P-\ln Q)$, the error of $(4\ln Q_{2P}-\ln Q_P)/3$, multiplied by $P^2$, is $(E_{2P}-E_P)/3$. Both terms have the same limit, so it tends to zero. For this oscillator, the extrapolated error therefore vanishes faster than $1/P^2$; the theorem gives no specific higher order.

```lean
/-- Richardson extrapolation from `P` and `2P` beads: the error of
`(4 ln Q_{2P} - ln Q_P)/3` as an estimate of `ln Q`, multiplied by `P²`, tends to zero. -/
theorem richardson_error {u : ℝ} (hu : 0 < u) :
    Tendsto (fun P : ℕ => (P : ℝ) ^ 2 *
      ((4 * Real.log (beadQ u (2 * P)) - Real.log (beadQ u P)) / 3 - Real.log (exactQ u)))
      atTop (𝓝 0) := by
  have h := (beadQ_error hu).2
  have h2 : Tendsto (fun P : ℕ => 2 * P) atTop atTop :=
    tendsto_atTop_mono (fun P => (by omega : P ≤ 2 * P)) tendsto_id
  -- the leading errors at 2P and P beads cancel
  have h3 := ((h.comp h2).sub h).div_const 3
  rw [sub_self, zero_div] at h3
  refine h3.congr (fun P => ?_)
  simp only [Function.comp_apply]
  push_cast
  ring

end

end OscillatorBeadConvergence
```

```lean
#print axioms OscillatorBeadConvergence.beadQ_error
#print axioms OscillatorBeadConvergence.richardson_error
```

```
'OscillatorBeadConvergence.beadQ_error' depends on axioms: [propext, Classical.choice, Quot.sound]
'OscillatorBeadConvergence.richardson_error' depends on axioms: [propext, Classical.choice, Quot.sound]
```
